# Odd-order energies of a simple level vanish when an invertible matrix commutes with H0 and anticommutes with V

Take two levels at energies 0 and d, coupled with strength x. The secular equation is

E² − d E − x² = 0.

Only x² appears, because flipping the sign of the second basis state turns x into −x and leaves the levels alone. Reflection x → −x therefore sends each root to a root. For d = 1 the root starting at 0 is sent to itself, so it is even:

E = −x² + x⁴ − 2x⁶ + …

For d = 0 the roots are x and −x, and reflection swaps them. The general argument has the same two parts: a symmetry maps roots to roots, and simplicity of the unperturbed level prevents a swap.

In Lean 4 with Mathlib:

```lean
import Mathlib

open PowerSeries

namespace OddOrdersVanish

noncomputable section

variable {K ι : Type*} [Field K] [Fintype ι] [DecidableEq ι]
```

## The Hamiltonian as a matrix of power series

Let H0 and V be square matrices over a field K, with rows and columns indexed by a finite set `ι`. Real and complex matrices are included, and Hermiticity is not required. The coupling strength is the formal variable `X`, and `C` embeds constants into the power series `K⟦X⟧`:

H(x) = H0 + x V.

```lean
/-- The perturbed Hamiltonian `H0 + x V`, with the coupling strength `x` a formal variable. -/
def hamiltonian (H0 V : Matrix ι ι K) : Matrix ι ι K⟦X⟧ :=
  (C : K →+* K⟦X⟧).mapMatrix H0 + (X : K⟦X⟧) • (C : K →+* K⟦X⟧).mapMatrix V
```

Taking constant terms (`constantCoeff`) recovers H0.

```lean
/-- At order zero the perturbed Hamiltonian is `H0`. -/
theorem hamiltonian_order_zero (H0 V : Matrix ι ι K) :
    (hamiltonian H0 V).map (constantCoeff : K⟦X⟧ →+* K) = H0 := by
  refine Matrix.ext fun i j => ?_
  simp [hamiltonian]
```

The map `rescale (-1 : K)` replaces x by −x. Constants are unchanged, so H(−x) = H0 − x V.

```lean
/-- Reversing the sign of the coupling strength is the same as reversing the sign of `V`. -/
theorem hamiltonian_reflect (H0 V : Matrix ι ι K) :
    (hamiltonian H0 V).map (rescale (-1 : K)) = hamiltonian H0 (-V) := by
  have hC : ∀ r : K, rescale (-1 : K) (C r) = C r := by
    intro r
    ext n
    rw [coeff_rescale, coeff_C]
    split_ifs with h <;> simp [h]
  refine Matrix.ext fun i j => ?_
  simp [hamiltonian, hC, rescale_X]
```

## Reflection sends energies to energies

Let S be invertible with S H0 = H0 S and S V = −V S. Then

S (H0 + x V) = (H0 − x V) S, so S H(x) S⁻¹ = H(−x).

Similar matrices share a characteristic polynomial. Writing p(λ; x) = det(λ − H(x)), we get p(λ; −x) = p(λ; x).

A formal energy is a power series E(x) with p(E(x); x) = 0, which is the hypothesis `hE`. Reflecting this equation gives p(E(−x); −x) = 0, hence p(E(−x); x) = 0.

In the proof, `hcomm` and `hconj` are the two matrix identities, `Matrix.charpoly_units_conj` equates the polynomials, and `hE.map` reflects the root equation.

```lean
/-- If an invertible `S` commutes with `H0` and anticommutes with `V`, then for every formal
energy `E(x)` of `H0 + x V` the series `E(-x)` is a formal energy of `H0 + x V` too. -/
theorem reflected_energy_isRoot {H0 V S : Matrix ι ι K} (hS : IsUnit S)
    (hH : S * H0 = H0 * S) (hV : S * V = -(V * S)) {E : K⟦X⟧}
    (hE : (hamiltonian H0 V).charpoly.IsRoot E) :
    (hamiltonian H0 V).charpoly.IsRoot (rescale (-1 : K) E) := by
  obtain ⟨u, rfl⟩ := hS
  let f := (C : K →+* K⟦X⟧).mapMatrix (m := ι)
  let U : (Matrix ι ι K⟦X⟧)ˣ := Units.map (f : Matrix ι ι K →* Matrix ι ι K⟦X⟧) u
  -- `S` carries `H0 + x V` into `H0 - x V`
  have hcomm : U.val * hamiltonian H0 V = hamiltonian H0 (-V) * U.val := by
    change f u.val * (f H0 + (X : K⟦X⟧) • f V) = (f H0 + (X : K⟦X⟧) • f (-V)) * f u.val
    rw [mul_add, add_mul, mul_smul_comm, smul_mul_assoc, ← map_mul, ← map_mul, ← map_mul,
      ← map_mul, hH, hV, neg_mul]
  have hconj : U.val * hamiltonian H0 V * U⁻¹.val = hamiltonian H0 (-V) := by
    rw [hcomm, mul_assoc, Units.mul_inv, mul_one]
  have hchar := Matrix.charpoly_units_conj U (hamiltonian H0 V)
  rw [← Matrix.coe_units_inv, hconj, ← hamiltonian_reflect, Matrix.charpoly_map] at hchar
  have h := hE.map (f := rescale (-1 : K))
  rwa [hchar] at h
```

## A simple level has only one continuation

The hypothesis `hsimple` says that the constant term E(0) is a root of multiplicity one of the characteristic polynomial of H0. Put y = E(−x) − E(x), which has zero constant term. With p′ the derivative in λ, Taylor expansion about E gives, for some power series k,

0 = p(E + y) = p(E) + p′(E) y + k y² = y (p′(E) + k y).

A product of power series over a field vanishes only if a factor does. If the second factor vanished, its constant term would say that the characteristic polynomial of H0 has zero derivative at E(0), making E(0) a multiple root. Hence y = 0 and E(−x) = E(x).

`Polynomial.binomExpansion` supplies the expansion, and the two cases after `mul_eq_zero` are the two factors.

```lean
/-- If an invertible `S` commutes with `H0` and anticommutes with `V`, a formal energy `E(x)` of
`H0 + x V` that starts from a simple eigenvalue of `H0` satisfies `E(-x) = E(x)`. -/
theorem energy_reflect_eq {H0 V S : Matrix ι ι K} (hS : IsUnit S)
    (hH : S * H0 = H0 * S) (hV : S * V = -(V * S)) {E : K⟦X⟧}
    (hE : (hamiltonian H0 V).charpoly.IsRoot E)
    (hsimple : H0.charpoly.rootMultiplicity (constantCoeff E) = 1) :
    rescale (-1 : K) E = E := by
  have hR := reflected_energy_isRoot hS hH hV hE
  have hne : H0.charpoly ≠ 0 := (Matrix.charpoly_monic H0).ne_zero
  have hroot : H0.charpoly.IsRoot (constantCoeff E) :=
    (Polynomial.rootMultiplicity_pos hne).1 (by omega)
  -- both series start from the same unperturbed level
  have hy : constantCoeff (rescale (-1 : K) E - E) = 0 := by
    rw [map_sub, ← coeff_zero_eq_constantCoeff_apply, ← coeff_zero_eq_constantCoeff_apply,
      coeff_rescale]
    simp
  -- Taylor expansion of the characteristic polynomial about `E`
  obtain ⟨k, hk⟩ := Polynomial.binomExpansion (hamiltonian H0 V).charpoly E
    (rescale (-1 : K) E - E)
  rw [add_sub_cancel, hR.eq_zero, hE.eq_zero] at hk
  have hprod : (rescale (-1 : K) E - E) *
      ((hamiltonian H0 V).charpoly.derivative.eval E + k * (rescale (-1 : K) E - E)) = 0 := by
    linear_combination -hk
  rcases mul_eq_zero.1 hprod with h | h
  · exact sub_eq_zero.1 h
  · -- otherwise the unperturbed level would be a multiple root
    exfalso
    have h0 := congrArg (constantCoeff : K⟦X⟧ →+* K) h
    rw [map_add, map_mul, hy, mul_zero, add_zero, map_zero, ← Polynomial.eval₂_at_apply,
      ← Polynomial.eval_map, ← Polynomial.derivative_map, ← Matrix.charpoly_map,
      hamiltonian_order_zero] at h0
    have := (Polynomial.one_lt_rootMultiplicity_iff_isRoot hne).2 ⟨hroot, h0⟩
    omega
```

## The odd coefficients

Let Eₖ be the coefficient of xᵏ in E, now with k a natural number. Comparing coefficients gives (−1)ᵏ Eₖ = Eₖ. For odd k this is 2Eₖ = 0, so Eₖ = 0 in characteristic zero.

```lean
/-- If an invertible `S` commutes with `H0` and anticommutes with `V`, every odd-order energy
correction to a simple eigenvalue of `H0` vanishes, over a field of characteristic zero. -/
theorem odd_order_energy_eq_zero [CharZero K] {H0 V S : Matrix ι ι K} (hS : IsUnit S)
    (hH : S * H0 = H0 * S) (hV : S * V = -(V * S)) {E : K⟦X⟧}
    (hE : (hamiltonian H0 V).charpoly.IsRoot E)
    (hsimple : H0.charpoly.rootMultiplicity (constantCoeff E) = 1)
    {k : ℕ} (hk : Odd k) : coeff k E = 0 := by
  have h := congrArg (coeff k) (energy_reflect_eq hS hH hV hE hsimple)
  rw [coeff_rescale, hk.neg_one_pow] at h
  have h2 : (2 : K) * coeff k E = 0 := by linear_combination -h
  exact (mul_eq_zero.1 h2).resolve_left two_ne_zero
```

It follows at once that summing through order 2m+1 gives the same energy as summing through order 2m. For example, let H0 be symmetric under inversion, let V be the coupling to a uniform electric field, odd under the same inversion, and let the finite basis be closed under inversion. Then S can be the parity matrix, and a nondegenerate level has no Stark shift of any odd order, in particular no linear one. The usual Møller–Plesset partition generally has no such S, and its third-order energy is generally nonzero.

The series E is given, not constructed, and nothing is said about its convergence at a finite coupling.

## Two levels, separated and degenerate

The opening example has H0 = diag(0, d),

```lean
/-- Two unperturbed levels, at energies `0` and `d`. -/
def levels (d : ℝ) : Matrix (Fin 2) (Fin 2) ℝ := !![0, 0; 0, d]
```

an off-diagonal V,

```lean
/-- The perturbation that couples the two levels. -/
def coupling : Matrix (Fin 2) (Fin 2) ℝ := !![0, 1; 1, 0]
```

and S = diag(1, −1).

```lean
/-- The operator that gives the two levels opposite parity. -/
def parity : Matrix (Fin 2) (Fin 2) ℝ := !![1, 0; 0, -1]
```

For d = 1, let c(t) = Σ cₙ tⁿ be the generating function of the Catalan numbers cₙ. The candidate energy is E = −x² c(−x²).

```lean
/-- The series `-x² (c₀ - c₁ x² + c₂ x⁴ - ...)`, where the `cₖ` are the Catalan numbers. -/
def twoLevelEnergy : ℝ⟦X⟧ :=
  -(X ^ 2 * (subst (-X ^ 2 : ℝ⟦X⟧) (mk fun n => (catalan n : ℝ)) : ℝ⟦X⟧))
```

Multiplying out the matrices confirms the symmetry relations for every d.

```lean
/-- Parity is invertible, commutes with the two-level `H0` and anticommutes with the coupling. -/
theorem parity_relations (d : ℝ) : IsUnit parity ∧ parity * levels d = levels d * parity ∧
    parity * coupling = -(coupling * parity) := by
  refine ⟨?_, ?_, ?_⟩
  · rw [Matrix.isUnit_iff_isUnit_det]
    simp [parity, Matrix.det_fin_two]
  · ext i j
    fin_cases i <;> fin_cases j <;> simp [parity, levels, Matrix.mul_apply]
  · ext i j
    fin_cases i <;> fin_cases j <;> simp [parity, coupling, Matrix.mul_apply]
```

The trace of H(x) is d and its determinant is −x², which gives the secular equation.

```lean
/-- The secular equation of the coupled two-level system is `E² - d E - x² = 0`. -/
theorem twoLevel_secular (d : ℝ) (E : ℝ⟦X⟧) :
    (hamiltonian (levels d) coupling).charpoly.IsRoot E ↔ E ^ 2 - C d * E - X ^ 2 = 0 := by
  have ht : (hamiltonian (levels d) coupling).trace = C d := by
    simp [hamiltonian, levels, coupling, Matrix.trace_fin_two]
  have hd : (hamiltonian (levels d) coupling).det = -X ^ 2 := by
    simp [hamiltonian, levels, coupling, Matrix.det_fin_two, sq]
  rw [Matrix.charpoly_fin_two, ht, hd, Polynomial.IsRoot.def]
  simp only [Polynomial.eval_add, Polynomial.eval_sub, Polynomial.eval_mul, Polynomial.eval_pow,
    Polynomial.eval_X, Polynomial.eval_C]
  constructor <;> intro h <;> linear_combination h
```

The Catalan recursion says c(t) = 1 + t c(t)². At t = −x², with c = c(−x²),

E² − E − x² = x² (c − 1 + x² c²) = 0.

The constant term of E is 0, a simple root of λ² − λ. All hypotheses of the general theorem are therefore met by a system with nonzero coupling.

```lean
/-- For levels at `0` and `1`, `twoLevelEnergy` is a formal energy that starts from a simple
eigenvalue. -/
theorem twoLevel_witness :
    (hamiltonian (levels 1) coupling).charpoly.IsRoot twoLevelEnergy ∧
    (levels 1).charpoly.rootMultiplicity (constantCoeff twoLevelEnergy) = 1 := by
  -- the Catalan generating function solves `c = 1 + x c²`
  have hc : (mk fun n => (catalan n : ℝ)) = 1 + X * (mk fun n => (catalan n : ℝ)) ^ 2 := by
    ext n
    cases n with
    | zero => simp
    | succ n =>
      rw [map_add, coeff_succ_X_mul, sq, coeff_mul, coeff_mk, catalan_succ']
      simp [coeff_one]
  have ha : HasSubst (-X ^ 2 : ℝ⟦X⟧) := HasSubst.of_constantCoeff_zero' (by simp)
  have hD := congrArg (subst (-X ^ 2 : ℝ⟦X⟧)) hc
  rw [← coe_substAlgHom ha, map_add, map_one, map_mul, map_pow, coe_substAlgHom ha,
    subst_X ha] at hD
  have h0 : constantCoeff twoLevelEnergy = 0 := by simp [twoLevelEnergy]
  refine ⟨?_, ?_⟩
  · rw [twoLevel_secular, map_one, twoLevelEnergy]
    linear_combination X ^ 2 * hD
  · have hp : (levels 1).charpoly = Polynomial.X ^ 2 - Polynomial.X := by
      simp [Matrix.charpoly_fin_two, levels, Matrix.trace_fin_two, Matrix.det_fin_two]
    have hne : (levels 1).charpoly ≠ 0 := (Matrix.charpoly_monic _).ne_zero
    rw [h0]
    have h1 := (Polynomial.rootMultiplicity_pos hne (x := 0)).2 (by simp [hp])
    have h2 : ¬ 1 < (levels 1).charpoly.rootMultiplicity 0 := by
      rw [Polynomial.one_lt_rootMultiplicity_iff_isRoot hne]
      rintro ⟨_, h⟩
      simp [hp] at h
    omega
```

For d = 0 the symmetry relations still hold, but 0 is a double eigenvalue of H0, and E = x is a formal energy with first-order coefficient 1. The conclusion thus already fails if multiplicity two is allowed.

```lean
/-- For two levels both at energy `0`, the series `E(x) = x` is a formal energy, and its
first-order coefficient is `1`. -/
theorem degenerate_first_order :
    (hamiltonian (levels 0) coupling).charpoly.IsRoot (X : ℝ⟦X⟧) ∧
    coeff 1 (X : ℝ⟦X⟧) = 1 := by
  refine ⟨?_, coeff_one_X⟩
  rw [twoLevel_secular]
  simp

end

end OddOrdersVanish
```

```lean
#print axioms OddOrdersVanish.odd_order_energy_eq_zero
#print axioms OddOrdersVanish.parity_relations
#print axioms OddOrdersVanish.degenerate_first_order
```

```
'OddOrdersVanish.odd_order_energy_eq_zero' depends on axioms: [propext, Classical.choice, Quot.sound]
'OddOrdersVanish.parity_relations' depends on axioms: [propext, Classical.choice, Quot.sound]
'OddOrdersVanish.degenerate_first_order' depends on axioms: [propext, Classical.choice, Quot.sound]
```
